# The relaxed stiffness of a harmonic crystal can be differentiated without differentiating its internal strain response

## Does the sensitivity of a relaxed elastic constant need the derivative of the response?

Take one strain e and one internal coordinate u, with energy

E = ½ c e² + l e u + ½ k u², k > 0.

At fixed e the minimum is at u = x e with x = −l/k, and the relaxed stiffness is c − l²/k. Now let c, l and k depend on a parameter, and let a prime denote the derivative with respect to it. The quotient rule gives

(c − l²/k)' = c' − 2 l l'/k + l² k'/k² = c' + 2 x l' + x² k'.

There is no x' in the result. I believe the same holds for matrices: with K symmetric positive definite and X = −K⁻¹L, the relaxed stiffness C − LᵀK⁻¹L should have derivative

C' + XᵀL' + L'ᵀX + XᵀK'X.

Can this be made rigorous, preferably without differentiating K⁻¹, and checked in Lean?

## A frozen response makes only a second-order error

Yes. Symmetry of C is not needed, and positive definiteness can be weakened to symmetry of K together with invertibility at the point of differentiation.

Let s be the running parameter and t the value at which we differentiate; primes are derivatives at t. Write S = C − LᵀK⁻¹L. If the internal coordinates follow the strain by some trial matrix Y, so that u = Y e, the stiffness is

T(Y) = C + YᵀL + LᵀY + YᵀKY.

Let R = L + KY, the residual: R e is the energy gradient with respect to u, or minus the internal force. Since K is symmetric,

RᵀK⁻¹R = (Lᵀ + YᵀK) K⁻¹ (L + KY)
= (LᵀK⁻¹ + Yᵀ)(L + KY)
= LᵀK⁻¹L + LᵀY + YᵀL + YᵀKY,

and therefore

T(Y) = S + RᵀK⁻¹R.

Now fix Y = X, where X = −K(t)⁻¹L(t) is a constant matrix, and let s move. The residual R(s) = L(s) + K(s)X is differentiable and R(t) = 0, so R(s) = O(s − t). Near t the inverse K(s)⁻¹ exists and is continuous at t, hence bounded. The correction R(s)ᵀK(s)⁻¹R(s) is thus O((s − t)²), and its derivative at t is zero. So S has the same derivative at t as the trial stiffness with X frozen, which is differentiated term by term:

S' = C' + XᵀL' + L'ᵀX + XᵀK'X.

For a fixed strain vector e, put u = X e. The two coupling terms give the same number, uᵀL'e, so

(½ eᵀS e)' = ½ eᵀC'e + uᵀL'e + ½ uᵀK'u.

This is the explicit parameter derivative of the energy at frozen u. If only K varies, just the last term remains, and it is nonnegative when K' is positive semidefinite.

**Numbers.** Let c = 10 + 3s, l = 2 + s, k = 4 + 8s and t = 0. Then x = −1/2, and the formula gives 3 + 2·(−1/2)·1 + (1/4)·8 = 4. Directly, the derivative of l²/k at 0 is (2·2·1·4 − 4·8)/16 = −1, and 3 − (−1) = 4.

**Which expression to freeze.** The relaxed stiffness also equals C + LᵀX, which is shorter than T(X). Freezing X there gives C' + L'ᵀX, which is wrong in general: in the example it yields 3 − 1/2 = 2.5 instead of 4. The short form has the right value but is not stationary in X, so the change of X contributes at first order.

Here is the complete file.

```lean
import Mathlib

open Matrix Topology Asymptotics Filter

namespace RelaxedStiffnessSensitivity

noncomputable section

variable {m n : Type*} [Fintype m] [Fintype n] [DecidableEq n]

/-- The matrix function `A` has derivative `A'` at the parameter value `t`, entry by entry. -/
def EntryDeriv {p q : Type*} (A : ℝ → Matrix p q ℝ) (A' : Matrix p q ℝ) (t : ℝ) : Prop :=
  ∀ i j, HasDerivAt (fun s => A s i j) (A' i j) t

/-- The internal strain response `X = -K⁻¹ L`. -/
def response (L : Matrix n m ℝ) (K : Matrix n n ℝ) : Matrix n m ℝ := -(K⁻¹ * L)

/-- The relaxed stiffness `C - Lᵀ K⁻¹ L`. -/
def relaxed (C : Matrix m m ℝ) (L : Matrix n m ℝ) (K : Matrix n n ℝ) : Matrix m m ℝ :=
  C - Lᵀ * K⁻¹ * L

/-- The stiffness of a crystal whose internal coordinates follow the strain by a trial
response `Y`. -/
def trial (C : Matrix m m ℝ) (L : Matrix n m ℝ) (K : Matrix n n ℝ) (Y : Matrix n m ℝ) :
    Matrix m m ℝ :=
  C + Yᵀ * L + Lᵀ * Y + Yᵀ * K * Y

omit [Fintype m] in
/-- For symmetric invertible `K`, the trial stiffness differs from the relaxed one by a term
quadratic in the residual `L + K Y`. -/
theorem trial_eq (C : Matrix m m ℝ) (L : Matrix n m ℝ) {K : Matrix n n ℝ}
    (hs : K.IsSymm) (hK : IsUnit K.det) (Y : Matrix n m ℝ) :
    trial C L K Y = relaxed C L K + (L + K * Y)ᵀ * K⁻¹ * (L + K * Y) := by
  have h1 : (Lᵀ + Yᵀ * K) * K⁻¹ = Lᵀ * K⁻¹ + Yᵀ := by
    rw [Matrix.add_mul, Matrix.mul_assoc, Matrix.mul_nonsing_inv _ hK, Matrix.mul_one]
  have h2 : Lᵀ * K⁻¹ * (K * Y) = Lᵀ * Y := by
    rw [Matrix.mul_assoc, ← Matrix.mul_assoc K⁻¹, Matrix.nonsing_inv_mul _ hK, Matrix.one_mul]
  unfold trial relaxed
  rw [Matrix.transpose_add, Matrix.transpose_mul, hs.eq, h1, Matrix.add_mul, Matrix.mul_add,
    Matrix.mul_add, h2, ← Matrix.mul_assoc Yᵀ K Y]
  abel

omit [Fintype m] in
/-- With the response `X = -K⁻¹ L` the residual `L + K X` vanishes. -/
theorem residual_response (L : Matrix n m ℝ) {K : Matrix n n ℝ} (hK : IsUnit K.det) :
    L + K * response L K = 0 := by
  rw [response, Matrix.mul_neg, ← Matrix.mul_assoc, Matrix.mul_nonsing_inv _ hK, Matrix.one_mul,
    add_neg_cancel]

omit [Fintype m] [DecidableEq n] in
/-- If the residual `R` is differentiable and vanishes at `t`, and `G` is continuous there, then
`Rᵀ G R` has zero derivative at `t`. -/
theorem quadratic_residual_deriv {R : ℝ → Matrix n m ℝ} {R' : Matrix n m ℝ}
    {G : ℝ → Matrix n n ℝ} {t : ℝ} (hR : EntryDeriv R R' t) (h0 : R t = 0)
    (hG : ∀ k l, ContinuousAt (fun s => G s k l) t) :
    EntryDeriv (fun s => (R s)ᵀ * G s * R s) 0 t := by
  intro i j
  have key : ∀ k l, HasDerivAt (fun s => R s l i * G s l k * R s k j) 0 t := by
    intro k l
    have z1 : R t l i = 0 := by rw [h0]; rfl
    have z2 : R t k j = 0 := by rw [h0]; rfl
    -- the product of the first two factors tends to zero, the last factor is `O(s - t)`
    have h1 : (fun s => R s l i * G s l k) =o[𝓝 t] (fun _ => (1 : ℝ)) := by
      rw [isLittleO_one_iff]
      have h := Filter.Tendsto.mul (hR l i).continuousAt.tendsto (hG l k).tendsto
      rwa [z1, zero_mul] at h
    have h2 : (fun s => R s k j) =O[𝓝 t] (fun s => s - t) := by
      simpa [z2] using (hR k j).hasFDerivAt.isBigO_sub
    rw [hasDerivAt_iff_isLittleO]
    simpa [z1, z2] using h1.mul_isBigO h2
  have h : HasDerivAt (fun s => ∑ k, ∑ l, R s l i * G s l k * R s k j)
      (∑ _k : n, ∑ _l : n, (0 : ℝ)) t :=
    HasDerivAt.fun_sum fun k _ => HasDerivAt.fun_sum fun l _ => key k l
  simpa [Matrix.mul_apply, Finset.sum_mul] using h

omit [Fintype m] [DecidableEq n] in
/-- At a frozen response `Y` the trial stiffness is differentiated term by term. -/
theorem trial_deriv {C : ℝ → Matrix m m ℝ} {L : ℝ → Matrix n m ℝ} {K : ℝ → Matrix n n ℝ}
    {C' : Matrix m m ℝ} {L' : Matrix n m ℝ} {K' : Matrix n n ℝ} {t : ℝ}
    (hC : EntryDeriv C C' t) (hL : EntryDeriv L L' t) (hK : EntryDeriv K K' t)
    (Y : Matrix n m ℝ) :
    EntryDeriv (fun s => trial (C s) (L s) (K s) Y)
      (C' + Yᵀ * L' + L'ᵀ * Y + Yᵀ * K' * Y) t := by
  intro i j
  have h1 : HasDerivAt (fun s => (Yᵀ * L s) i j) ((Yᵀ * L') i j) t := by
    simp only [Matrix.mul_apply]
    exact HasDerivAt.fun_sum fun k _ => (hL k j).const_mul _
  have h2 : HasDerivAt (fun s => ((L s)ᵀ * Y) i j) ((L'ᵀ * Y) i j) t := by
    simp only [Matrix.mul_apply, Matrix.transpose_apply]
    exact HasDerivAt.fun_sum fun k _ => (hL k i).mul_const _
  have h3 : HasDerivAt (fun s => (Yᵀ * K s * Y) i j) ((Yᵀ * K' * Y) i j) t := by
    simp only [Matrix.mul_apply]
    exact HasDerivAt.fun_sum fun k _ =>
      (HasDerivAt.fun_sum fun l _ => (hK l k).const_mul _).mul_const _
  exact (((hC i j).fun_add h1).fun_add h2).fun_add h3

omit [Fintype m] in
/-- For symmetric `K`, invertible at `t`, the relaxed stiffness has derivative
`C' + Xᵀ L' + L'ᵀ X + Xᵀ K' X` with `X = -K⁻¹ L` taken at `t`. -/
theorem relaxed_deriv {C : ℝ → Matrix m m ℝ} {L : ℝ → Matrix n m ℝ} {K : ℝ → Matrix n n ℝ}
    {C' : Matrix m m ℝ} {L' : Matrix n m ℝ} {K' : Matrix n n ℝ} {t : ℝ}
    (hC : EntryDeriv C C' t) (hL : EntryDeriv L L' t) (hK : EntryDeriv K K' t)
    (hs : ∀ s, (K s).IsSymm) (hu : IsUnit (K t).det) :
    EntryDeriv (fun s => relaxed (C s) (L s) (K s))
      (C' + (response (L t) (K t))ᵀ * L' + L'ᵀ * response (L t) (K t)
        + (response (L t) (K t))ᵀ * K' * response (L t) (K t)) t := by
  have hKc : ContinuousAt K t :=
    continuousAt_pi.2 fun i => continuousAt_pi.2 fun j => (hK i j).continuousAt
  have hdet : ContinuousAt (fun s => (K s).det) t :=
    ((continuous_id.matrix_det).tendsto (K t)).comp hKc
  -- the inverse is only needed to be continuous
  have hinv : ∀ k l, ContinuousAt (fun s => (K s)⁻¹ k l) t := by
    intro k l
    have hadj : ContinuousAt (fun s => (K s).adjugate k l) t :=
      ((continuous_id.matrix_adjugate.matrix_elem k l).tendsto (K t)).comp hKc
    have he : (fun s => (K s)⁻¹ k l) = fun s => (K s).det⁻¹ * (K s).adjugate k l := by
      funext s
      simp [Matrix.inv_def, Ring.inverse_eq_inv']
    rw [he]
    exact (hdet.inv₀ hu.ne_zero).mul hadj
  -- freeze the response at its value at `t`
  generalize hX : response (L t) (K t) = X
  have hR : EntryDeriv (fun s => L s + K s * X) (L' + K' * X) t := by
    intro i j
    have h : HasDerivAt (fun s => (K s * X) i j) ((K' * X) i j) t := by
      simp only [Matrix.mul_apply]
      exact HasDerivAt.fun_sum fun k _ => (hK i k).mul_const _
    exact (hL i j).fun_add h
  have hR0 : L t + K t * X = 0 := by rw [← hX]; exact residual_response (L t) hu
  have hD := quadratic_residual_deriv hR hR0 hinv
  intro i j
  have h := (trial_deriv hC hL hK X i j).fun_sub (hD i j)
  refine (h.congr_of_eventuallyEq ?_).congr_deriv (by rw [Matrix.zero_apply, sub_zero])
  filter_upwards [hdet.eventually_ne hu.ne_zero] with s hne
  have e : trial (C s) (L s) (K s) X i j = relaxed (C s) (L s) (K s) i j
      + ((L s + K s * X)ᵀ * (K s)⁻¹ * (L s + K s * X)) i j := by
    rw [trial_eq (C s) (L s) (hs s) (isUnit_iff_ne_zero.2 hne) X]
    rfl
  exact eq_sub_of_add_eq e.symm

omit [Fintype m] in
/-- The same derivative formula when the internal force constants `K` are symmetric positive
definite. -/
theorem relaxed_deriv_of_posDef {C : ℝ → Matrix m m ℝ} {L : ℝ → Matrix n m ℝ}
    {K : ℝ → Matrix n n ℝ} {C' : Matrix m m ℝ} {L' : Matrix n m ℝ} {K' : Matrix n n ℝ} {t : ℝ}
    (hC : EntryDeriv C C' t) (hL : EntryDeriv L L' t) (hK : EntryDeriv K K' t)
    (hp : ∀ s, (K s).PosDef) :
    EntryDeriv (fun s => relaxed (C s) (L s) (K s))
      (C' + (response (L t) (K t))ᵀ * L' + L'ᵀ * response (L t) (K t)
        + (response (L t) (K t))ᵀ * K' * response (L t) (K t)) t := by
  refine relaxed_deriv hC hL hK (fun s => ?_) (isUnit_iff_ne_zero.2 (hp t).det_pos.ne')
  have h := (hp s).isHermitian.eq
  rwa [Matrix.conjTranspose_eq_transpose_of_trivial] at h

/-- For symmetric `K`, invertible at `t`, the relaxed elastic energy at fixed strain `e` has
derivative `eᵀ C' e / 2 + uᵀ L' e + uᵀ K' u / 2`, with `u = -K⁻¹ L e` taken at `t`. -/
theorem relaxed_energy_deriv {C : ℝ → Matrix m m ℝ} {L : ℝ → Matrix n m ℝ}
    {K : ℝ → Matrix n n ℝ} {C' : Matrix m m ℝ} {L' : Matrix n m ℝ} {K' : Matrix n n ℝ} {t : ℝ}
    (hC : EntryDeriv C C' t) (hL : EntryDeriv L L' t) (hK : EntryDeriv K K' t)
    (hs : ∀ s, (K s).IsSymm) (hu : IsUnit (K t).det) (e : m → ℝ) (u : n → ℝ)
    (hue : u = response (L t) (K t) *ᵥ e) :
    HasDerivAt (fun s => e ⬝ᵥ (relaxed (C s) (L s) (K s) *ᵥ e) / 2)
      (e ⬝ᵥ (C' *ᵥ e) / 2 + u ⬝ᵥ (L' *ᵥ e) + u ⬝ᵥ (K' *ᵥ u) / 2) t := by
  have H := relaxed_deriv hC hL hK hs hu
  generalize response (L t) (K t) = X at H hue
  have q : ∀ Y M : Matrix n m ℝ, e ⬝ᵥ ((Yᵀ * M) *ᵥ e) = (Y *ᵥ e) ⬝ᵥ (M *ᵥ e) := by
    intro Y M
    rw [← Matrix.mulVec_mulVec, Matrix.dotProduct_mulVec, Matrix.vecMul_transpose]
  have h : HasDerivAt (fun s => e ⬝ᵥ (relaxed (C s) (L s) (K s) *ᵥ e))
      (e ⬝ᵥ ((C' + Xᵀ * L' + L'ᵀ * X + Xᵀ * K' * X) *ᵥ e)) t := by
    simp only [dotProduct, Matrix.mulVec]
    exact HasDerivAt.fun_sum fun i _ =>
      (HasDerivAt.fun_sum fun j _ => (H i j).mul_const _).const_mul _
  refine (h.div_const 2).congr_deriv ?_
  -- the two coupling terms are equal
  rw [Matrix.add_mulVec, Matrix.add_mulVec, Matrix.add_mulVec, dotProduct_add, dotProduct_add,
    dotProduct_add, Matrix.mul_assoc, q, q, q, ← Matrix.mulVec_mulVec, ← hue,
    dotProduct_comm (L' *ᵥ e) u]
  ring

/-- Let only the internal force constants `K` vary, with `K` symmetric, and invertible at `t`. If
their derivative at `t` is positive semidefinite, the relaxed elastic energy at fixed strain has a
nonnegative derivative at `t`. -/
theorem relaxed_energy_deriv_nonneg (C : Matrix m m ℝ) (L : Matrix n m ℝ)
    {K : ℝ → Matrix n n ℝ} {K' : Matrix n n ℝ} {t : ℝ} (hK : EntryDeriv K K' t)
    (hs : ∀ s, (K s).IsSymm) (hu : IsUnit (K t).det)
    (hpos : ∀ u : n → ℝ, 0 ≤ u ⬝ᵥ (K' *ᵥ u)) (e : m → ℝ) :
    0 ≤ deriv (fun s => e ⬝ᵥ (relaxed C L (K s) *ᵥ e) / 2) t := by
  have hC : EntryDeriv (fun _ => C) 0 t := fun i j => hasDerivAt_const t (C i j)
  have hL : EntryDeriv (fun _ => L) 0 t := fun i j => hasDerivAt_const t (L i j)
  have h := relaxed_energy_deriv hC hL hK hs hu e _ rfl
  rw [h.deriv]
  have hp := hpos (response L (K t) *ᵥ e)
  simp only [Matrix.zero_mulVec, dotProduct_zero, zero_div, zero_add]
  linarith

end

end RelaxedStiffnessSensitivity
```

```lean
#print axioms RelaxedStiffnessSensitivity.relaxed_deriv_of_posDef
#print axioms RelaxedStiffnessSensitivity.relaxed_energy_deriv_nonneg
```

```
'RelaxedStiffnessSensitivity.relaxed_deriv_of_posDef' depends on axioms: [propext, Classical.choice, Quot.sound]
'RelaxedStiffnessSensitivity.relaxed_energy_deriv_nonneg' depends on axioms: [propext, Classical.choice, Quot.sound]
```

### How the Lean objects map to the crystal

The finite types `m` and `n` index strain components and internal coordinates. `C`, `L` and `K` are the clamped-ion stiffness, the strain–displacement coupling and the internal force constants. `L` has internal rows and strain columns, and its sign is that of the second energy derivative, not of the force. All three must be normalised alike, for instance by the same reference volume. The energy uses the plain dot product, so six-component Voigt strains should carry engineering shears.

`EntryDeriv A A' t` says that every entry of `A` has the corresponding entry of `A'` as its derivative at `t`, so no matrix norm has to be chosen. The definitions `response`, `relaxed` and `trial` are X, S and T(Y).

The main theorem, `relaxed_deriv`, assumes entrywise derivatives at `t`, symmetry of `K s` for every `s`, and an invertible `K t`. It concludes that S is differentiable at `t` with the stated derivative. Physically, invertibility means that the internal coordinates contain no zero mode: rigid translations have been removed, and no optical mode has gone completely soft. It does not by itself make u = X e a minimum: if K(t) has a negative eigenvalue, the formula still holds, but "relaxed" then refers to an unstable stationary point. `relaxed_deriv_of_posDef` is the version in the question, with `K s` positive definite at every `s`, which expresses stability against internal displacements. The numerical example falls under the first theorem only, because its k becomes negative for s < −1/2.

`relaxed_energy_deriv` is the energy formula at fixed strain. `relaxed_energy_deriv_nonneg` is its sign consequence at the single point `t`, when `C` and `L` are constant and the quadratic form of `K'` is nonnegative.

The model is harmonic, with finitely many coordinates and one real parameter. The differentiability of C, L and K is assumed, not derived from an interatomic potential or an electronic-structure calculation. Within those limits, if a simulation supplies the three matrices and their parameter derivatives, the sensitivity of the relaxed elastic constants can be computed by solving K X = −L, with no further equation for X'. The derivatives supplied must be total ones: if the parameter also shifts the equilibrium structure about which the energy is expanded, C', L' and K' have to include the effect of that shift.

### How the proof follows the calculation

`trial_eq` is the completed square. Its auxiliary facts `h1` and `h2` are the two cancellations of K against K⁻¹; the products are then expanded and `abel` collects the terms. `residual_response` verifies L + KX = 0.

`quadratic_residual_deriv` shows that the correction has zero derivative. It writes an entry of RᵀGR as a double sum of products of three factors, where G stands for K⁻¹. In each product, the first residual entry times the entry of G tends to zero (`h1`), while the second residual entry is O(s − t) (`h2`). Their product is o(s − t), which is exactly what `hasDerivAt_iff_isLittleO` asks for. Only continuity of G enters.

`trial_deriv` differentiates T(Y) at constant Y, using the sum rule and multiplication by constants.

`relaxed_deriv` assembles these results. Continuity of the inverse comes from writing each entry as the reciprocal determinant times an entry of the adjugate. The line `generalize hX : response (L t) (K t) = X` performs the freezing: from there on, X is a fixed matrix. The derivative of the correction is subtracted from that of the trial stiffness. Since the determinant is continuous and nonzero at t, it is nonzero nearby, so `filter_upwards` can apply `trial_eq` throughout a neighbourhood, and functions that agree there have the same derivative at t.

The positive definite version extracts symmetry and a nonzero determinant from `PosDef`. For the energy, the matrix derivative is contracted with e on both sides; the helper `q` turns eᵀYᵀMe into (Ye)·(Me), and commutativity of the dot product merges the two coupling terms. The sign result sets C' and L' to zero and applies `hpos` to the relaxed displacement.
